# Reaction order, apparent activation energy and rate maximum in competitive Langmuir–Hinshelwood kinetics

For a surface reaction A* + B* → products, treating the rate as a power law p_A p_B with an Arrhenius slope equal to the surface barrier E can give wrong predictions. When A and B compete for the same sites, raising p_A can lower the rate, and the slope of ln r against inverse temperature contains the adsorption enthalpies. A microkinetic model fed with barriers and adsorption energies from electronic-structure calculations can be compared with experiment through these apparent quantities, derived here for a mean-field model with two adsorbates in adsorption equilibrium, each molecule taking one site without dissociating, one kind of site, no lateral interactions and an irreversible, rate-limiting surface step. All quantities are real numbers.

```lean
import Mathlib

open Real

namespace LangmuirHinshelwood

noncomputable section
```

Let p_A, p_B be the pressures, K_A, K_B the adsorption constants, x = K_A p_A and y = K_B p_B. With θ_* the fraction of empty sites, adsorption equilibrium gives θ_A = x θ_* and θ_B = y θ_*, and the site balance θ_* + θ_A + θ_B = 1 gives θ_* = 1/D with D = 1 + x + y. Hence

θ_A = x/D,  θ_B = y/D.

Lean takes this isotherm as a definition: θ_A is `coverage x y` and θ_B is `coverage y x`.

```lean
/-- Langmuir coverage of a species with reduced pressure `x = K p` that competes for the
same sites with a second species of reduced pressure `y`. -/
def coverage (x y : ℝ) : ℝ := x / (1 + x + y)
```

With an irreversible, rate-limiting surface step of rate constant k, also assumed, the rate is

r = k x y / D².

```lean
/-- Langmuir-Hinshelwood rate `k x y / (1 + x + y)^2` with `x = K_A p_A`, `y = K_B p_B`. -/
def rate (k x y : ℝ) : ℝ := k * x * y / (1 + x + y) ^ 2
```

With b = 1/(k_B T), where k_B is Boltzmann's constant (not the adsorption constant K_B) and T the temperature, and with H_j the adsorption enthalpy of species j, the temperature enters through k = k0 exp(−bE) and K_j = K0_j exp(−bH_j), j = A, B. An exothermic adsorption has H_j < 0. Prefactors, E and H_j are constants, so a temperature-dependent factor such as k_B T over Planck's constant in k0 is not covered.

```lean
/-- Arrhenius or van 't Hoff law `A exp(-b E)` at inverse temperature `b`. -/
def arrh (A E b : ℝ) : ℝ := A * exp (-(b * E))
```

Since θ_A θ_B = x y/D², the rate is r = k θ_A θ_B; `hD'` reorders the denominator of θ_B.

```lean
/-- The rate is the rate constant times the product of the two coverages. -/
theorem rate_eq_coverage_mul (k x y : ℝ) (hx : 0 < x) (hy : 0 < y) :
    rate k x y = k * coverage x y * coverage y x := by
  have hD : 1 + x + y ≠ 0 := by positivity
  have hD' : 1 + y + x = 1 + x + y := by ring
  unfold rate coverage
  rw [hD']
  field_simp
```

The chain rule gives d/db [A exp(−bE)] = −E · A exp(−bE), where A is any constant prefactor, not the species A, and E is any constant energy, so that the formula also serves for H_A and H_B. `HasDerivAt f f' b` says that f is differentiable at b with derivative f'.

```lean
/-- The derivative of `A exp(-b E)` with respect to `b` is `-E` times the function. -/
theorem hasDerivAt_arrh (A E b : ℝ) :
    HasDerivAt (fun t => arrh A E t) (arrh A E b * (-E)) b := by
  have h : HasDerivAt (fun t : ℝ => -(t * E)) (-E) b := (hasDerivAt_mul_const E).fun_neg
  have h2 := h.exp.const_mul A
  unfold arrh
  exact h2.congr_deriv (by ring)
```

Let k, x, y depend on a parameter t, be positive at t, and have k' = k u, x' = x v, y' = y w there. For N = k x y,

N' = N (u + v + w),  (D²)' = 2D (x v + y w),

r' = [N' D² − N (D²)'] / D⁴,

(ln r)' = r'/r = u + v + w − 2(x v + y w)/D = u + (1 − 2θ_A) v + (1 − 2θ_B) w.

These are `hN`, `hD2`, `hr` and `hl`; `field_simp` and `ring` do the last rearrangement.

```lean
/-- If `k`, `x`, `y` are positive and have logarithmic derivatives `u`, `v`, `w` along a
parameter, then `ln r` has derivative `u + (1 - 2 θ_A) v + (1 - 2 θ_B) w`. -/
theorem hasDerivAt_log_rate {k x y : ℝ → ℝ} {u v w t : ℝ}
    (hk : HasDerivAt k (k t * u) t) (hx : HasDerivAt x (x t * v) t)
    (hy : HasDerivAt y (y t * w) t) (k0 : 0 < k t) (x0 : 0 < x t) (y0 : 0 < y t) :
    HasDerivAt (fun s => log (rate (k s) (x s) (y s)))
      (u + (1 - 2 * coverage (x t) (y t)) * v + (1 - 2 * coverage (y t) (x t)) * w) t := by
  have hD0 : 1 + x t + y t ≠ 0 := by positivity
  have hk0 : k t ≠ 0 := k0.ne'
  have hx0 : x t ≠ 0 := x0.ne'
  have hy0 : y t ≠ 0 := y0.ne'
  -- site-balance denominator and its square
  have hD : HasDerivAt (fun s => 1 + x s + y s) (x t * v + y t * w) t :=
    (hx.const_add 1).fun_add hy
  have hD2 : HasDerivAt (fun s => (1 + x s + y s) ^ 2)
      (2 * (1 + x t + y t) * (x t * v + y t * w)) t :=
    (hD.fun_pow 2).congr_deriv (by norm_num)
  -- numerator
  have hN : HasDerivAt (fun s => k s * x s * y s) (k t * x t * y t * (u + v + w)) t :=
    ((hk.fun_mul hx).fun_mul hy).congr_deriv (by ring)
  have hpos : k t * x t * y t / (1 + x t + y t) ^ 2 ≠ 0 := by positivity
  have hr : HasDerivAt (fun s => k s * x s * y s / (1 + x s + y s) ^ 2)
      ((k t * x t * y t * (u + v + w) * (1 + x t + y t) ^ 2
        - k t * x t * y t * (2 * (1 + x t + y t) * (x t * v + y t * w)))
        / ((1 + x t + y t) ^ 2) ^ 2) t :=
    hN.fun_div hD2 (pow_ne_zero 2 hD0)
  have hl := hr.log hpos
  have hD' : 1 + y t + x t = 1 + x t + y t := by ring
  unfold rate coverage
  rw [hD']
  refine hl.congr_deriv ?_
  field_simp
  ring
```

For the order in A put p_A = exp s and hold k, K_A, K_B, p_B fixed and positive. Then u = w = 0 and v = 1, so at s = ln p_A

d ln r / d ln p_A = 1 − 2θ_A.

```lean
/-- Reaction order in A: with `p_A = exp s`, the derivative `d ln r / d ln p_A` at the
pressure `p_A` equals `1 - 2 θ_A`. -/
theorem reaction_order {k KA KB pA pB : ℝ} (hk : 0 < k) (hKA : 0 < KA) (hKB : 0 < KB)
    (hpA : 0 < pA) (hpB : 0 < pB) :
    HasDerivAt (fun s => log (rate k (KA * exp s) (KB * pB)))
      (1 - 2 * coverage (KA * pA) (KB * pB)) (log pA) := by
  have h := hasDerivAt_log_rate (k := fun _ => k) (x := fun s => KA * exp s)
    (y := fun _ => KB * pB) (u := 0) (v := 1) (w := 0) (t := log pA)
    ((hasDerivAt_const _ k).congr_deriv (by simp))
    (((hasDerivAt_exp (log pA)).const_mul KA).congr_deriv (by simp))
    ((hasDerivAt_const _ (KB * pB)).congr_deriv (by simp))
    hk (mul_pos hKA (exp_pos _)) (mul_pos hKB hpB)
  refine h.congr_deriv ?_
  simp only [exp_log hpA]
  ring
```

For the temperature dependence hold both pressures fixed, so u = −E, v = −H_A, w = −H_B, and change the sign:

E_app = −d ln r/db = E + (1 − 2θ_A) H_A + (1 − 2θ_B) H_B,

with coverages taken at the same b. Prefactors and pressures are positive; E, H_A, H_B and b are unrestricted.

```lean
/-- Apparent activation energy: for `k = k0 exp(-b E)` and `K_j = K0_j exp(-b H_j)`,
`-d ln r / db = E + (1 - 2 θ_A) H_A + (1 - 2 θ_B) H_B`. -/
theorem apparent_activation_energy {k0 KA0 KB0 pA pB : ℝ} (E HA HB b : ℝ) (hk : 0 < k0)
    (hKA : 0 < KA0) (hKB : 0 < KB0) (hpA : 0 < pA) (hpB : 0 < pB) :
    HasDerivAt
      (fun t => -log (rate (arrh k0 E t) (arrh KA0 HA t * pA) (arrh KB0 HB t * pB)))
      (E + (1 - 2 * coverage (arrh KA0 HA b * pA) (arrh KB0 HB b * pB)) * HA
        + (1 - 2 * coverage (arrh KB0 HB b * pB) (arrh KA0 HA b * pA)) * HB) b := by
  have h := hasDerivAt_log_rate (k := fun t => arrh k0 E t) (x := fun t => arrh KA0 HA t * pA)
    (y := fun t => arrh KB0 HB t * pB) (u := -E) (v := -HA) (w := -HB) (t := b)
    (hasDerivAt_arrh k0 E b)
    (((hasDerivAt_arrh KA0 HA b).mul_const pA).congr_deriv (by ring))
    (((hasDerivAt_arrh KB0 HB b).mul_const pB).congr_deriv (by ring))
    (mul_pos hk (exp_pos _)) (mul_pos (mul_pos hKA (exp_pos _)) hpA)
    (mul_pos (mul_pos hKB (exp_pos _)) hpB)
  exact h.fun_neg.congr_deriv (by ring)
```

In a kinetics code these two derivatives can be estimated by central differences: [ln r(p_A e^h) − ln r(p_A e^(−h))]/(2h) for a small step h, and −[ln r(b + δ) − ln r(b − δ)]/(2δ) for a small step δ, the minus sign being the one in the definition of E_app. At x = y = 1 both coverages are 1/3, so the differences should approach 1/3 and E + (H_A + H_B)/3.

For x, y > 0 one has 0 < x < D, so 0 < θ_A < 1 (`h0`, `h1`) and the order lies strictly between −1 and 1. It is positive when θ_A < 1/2, that is x < D/2 (`h2`), which is x < 1 + y.

```lean
/-- The quantity `1 - 2 θ_A` lies strictly between `-1` and `1`, and it is positive exactly
when `x < 1 + y`. -/
theorem order_range {x y : ℝ} (hx : 0 < x) (hy : 0 < y) :
    -1 < 1 - 2 * coverage x y ∧ 1 - 2 * coverage x y < 1 ∧
      (0 < 1 - 2 * coverage x y ↔ x < 1 + y) := by
  have hD : 0 < 1 + x + y := by positivity
  have h0 : 0 < coverage x y := div_pos hx hD
  have h1 : coverage x y < 1 := (div_lt_one hD).mpr (by linarith)
  have h2 : coverage x y < 1 / 2 ↔ x < 1 / 2 * (1 + x + y) := div_lt_iff₀ hD
  refine ⟨by linarith, by linarith, fun h => ?_, fun h => ?_⟩
  · have := h2.mp (by linarith)
    linarith
  · have := h2.mpr (by linarith)
    linarith
```

The maximum is found without derivatives. Over a common denominator,

k y/(4(1 + y)) − r = k y [D² − 4x(1 + y)] / (4(1 + y) D²),

and since D = x + (1 + y), the bracket equals (x − (1 + y))². The identity holds for any real k.

```lean
/-- For positive `x`, `y` and any real `k`, the difference `k y / (4 (1 + y)) - rate k x y` equals `k y (x - (1 + y))^2 / (4 (1 + y) (1 + x + y)^2)`. -/
theorem rate_deficit (k : ℝ) {x y : ℝ} (hx : 0 < x) (hy : 0 < y) :
    k * y / (4 * (1 + y)) - rate k x y
      = k * y * (x - (1 + y)) ^ 2 / (4 * (1 + y) * (1 + x + y) ^ 2) := by
  have hD : 1 + x + y ≠ 0 := by positivity
  have hy1 : 1 + y ≠ 0 := by positivity
  unfold rate
  field_simp
  ring
```

For k, x, y > 0 the right side is non-negative (`hn`), strictly positive if x ≠ 1 + y (`hp`) and zero at x = 1 + y (`h0`). So r ≤ k y/(4(1 + y)), with equality exactly at x = 1 + y.

```lean
/-- The rate is at most `k y / (4 (1 + y))`, with equality exactly at `x = 1 + y`. -/
theorem rate_le_max {k x y : ℝ} (hk : 0 < k) (hx : 0 < x) (hy : 0 < y) :
    rate k x y ≤ k * y / (4 * (1 + y)) ∧
      (rate k x y = k * y / (4 * (1 + y)) ↔ x = 1 + y) := by
  have h := rate_deficit k hx hy
  have hn : 0 ≤ k * y * (x - (1 + y)) ^ 2 / (4 * (1 + y) * (1 + x + y) ^ 2) := by positivity
  refine ⟨by linarith, fun e => ?_, fun e => ?_⟩
  · -- away from x = 1 + y the deficit is strictly positive
    by_contra hne
    have hne' : x - (1 + y) ≠ 0 := sub_ne_zero.mpr hne
    have hp : 0 < k * y * (x - (1 + y)) ^ 2 / (4 * (1 + y) * (1 + x + y) ^ 2) := by
      positivity
    linarith
  · have hz : x - (1 + y) = 0 := sub_eq_zero.mpr e
    have h0 : k * y * (0 : ℝ) ^ 2 / (4 * (1 + y) * (1 + x + y) ^ 2) = 0 := by simp
    rw [hz, h0] at h
    linarith
```

In pressures, x = 1 + y means p* = (1 + K_B p_B)/K_A (`hstar`). For positive k, K_A, K_B, p_B the theorem states that p* > 0, that θ_A = (1 + y)/(2(1 + y)) = 1/2 there, and that every other positive p_A gives a strictly smaller rate at the same k, K_A, K_B and p_B. The rate at p* equals the bound (`h2`); equality at another p_A would force K_A p_A = 1 + K_B p_B (`h3`), hence p_A = p*. The hypothesis `hpB` is needed for strictness: with p_B = 0 and k = K_A = K_B = 1, p* = 1, yet r = 0 at both p_A = 1 and p_A = 2.

```lean
/-- At fixed `p_B` the pressure `p* = (1 + K_B p_B) / K_A` is positive, gives `θ_A = 1/2`,
and every other positive `p_A` gives a strictly smaller rate. -/
theorem rate_unique_peak {k KA KB pB : ℝ} (hk : 0 < k) (hKA : 0 < KA) (hKB : 0 < KB)
    (hpB : 0 < pB) :
    0 < (1 + KB * pB) / KA ∧
      coverage (KA * ((1 + KB * pB) / KA)) (KB * pB) = 1 / 2 ∧
      ∀ pA, 0 < pA → pA ≠ (1 + KB * pB) / KA →
        rate k (KA * pA) (KB * pB) < rate k (KA * ((1 + KB * pB) / KA)) (KB * pB) := by
  have hy : 0 < KB * pB := mul_pos hKB hpB
  have hstar : KA * ((1 + KB * pB) / KA) = 1 + KB * pB := by field_simp
  rw [hstar]
  refine ⟨by positivity, ?_, fun pA hpA hne => ?_⟩
  · unfold coverage
    rw [div_eq_iff (by positivity)]
    ring
  · have h1 := rate_le_max hk (mul_pos hKA hpA) hy
    have h2 := (rate_le_max hk (by positivity : 0 < 1 + KB * pB) hy).2.mpr rfl
    rw [h2]
    refine lt_of_le_of_ne h1.1 (fun e => hne ?_)
    have h3 := h1.2.mp e
    rw [eq_div_iff hKA.ne']
    linarith

end

end LangmuirHinshelwood
```

```lean
#print axioms LangmuirHinshelwood.reaction_order
#print axioms LangmuirHinshelwood.apparent_activation_energy
#print axioms LangmuirHinshelwood.order_range
#print axioms LangmuirHinshelwood.rate_unique_peak
```

```
'LangmuirHinshelwood.reaction_order' depends on axioms: [propext, Classical.choice, Quot.sound]
'LangmuirHinshelwood.apparent_activation_energy' depends on axioms: [propext, Classical.choice, Quot.sound]
'LangmuirHinshelwood.order_range' depends on axioms: [propext, Classical.choice, Quot.sound]
'LangmuirHinshelwood.rate_unique_peak' depends on axioms: [propext, Classical.choice, Quot.sound]
```
